# A soft negative mode and a stiffer, stronger positive mode: one sign change of the Grüneisen sum

In the quasi-harmonic picture of a cubic crystal with positive bulk modulus, the volume expansion coefficient has the sign of $\sum_i \gamma_i C_i(T)$. Here $C_i$ is the heat capacity of mode $i$ and $\gamma_i=-\,d\ln\omega_i/d\ln V$ is its Grüneisen parameter. With two modes of opposite $\gamma$, how often does that sign change on heating?

Write $w_i=\hbar\omega_i/k_B$ for the mode frequencies in kelvin (textbooks often use $\Theta_i$) and $g_i$ for the Grüneisen parameters. In units of $k_B$,

$$c(x)=\frac{x^2e^x}{(e^x-1)^2},\qquad S(T)=g_1\,c(w_1/T)+g_2\,c(w_2/T).$$

In Lean these are `einsteinC` and `gruneisenSum`, with all quantities real numbers.

```lean
import Mathlib

open Filter Topology

namespace NegativeThermalExpansion

noncomputable section

/-- Heat capacity of one harmonic mode in units of the Boltzmann constant, as a function of
`x = ħω / (k_B T)`, for `x ≠ 0`. -/
def einsteinC (x : ℝ) : ℝ := x ^ 2 * Real.exp x / (Real.exp x - 1) ^ 2

/-- Sum of the heat capacities of two modes weighted by their Grüneisen parameters `g1`, `g2`,
at temperature `T ≠ 0`; the nonzero frequencies `w1`, `w2` are in units of temperature. -/
def gruneisenSum (g1 g2 w1 w2 T : ℝ) : ℝ :=
  g1 * einsteinC (w1 / T) + g2 * einsteinC (w2 / T)
```

The main theorem, `expansion_crossover`, assumes $0<w_1<w_2$, $g_1<0<g_2$ and $g_1+g_2>0$. It gives a $T_0>0$ such that, for every $T>0$, $S(T)$ is negative exactly when $T<T_0$, zero exactly when $T=T_0$, and positive exactly when $T>T_0$. The middle equivalence makes $T_0$ unique. The step from $S$ to a measured expansion is the quasi-harmonic relation above, with $w_i$ and $g_i$ held constant as $T$ varies; it is physical input.

## Positive frequency and temperature

The condition $w_1>0$ says that the soft mode has a restoring force. With $T>0$ it makes every argument $x=w_i/T$ positive, so $c(x)>0$ and we may divide by it. At $w_1=0$ the formula for $c$ reads $0/0$, which Lean evaluates as $0$ instead of the classical limit $1$; the negative term then disappears and the theorem fails.

Since $e^x-1=2e^{x/2}\sinh(x/2)$,

$$c(x)=\left(\frac{x/2}{\sinh(x/2)}\right)^2.$$

```lean
/-- The heat capacity of a mode is the square of `(x/2) / sinh (x/2)`. -/
theorem einsteinC_eq_sinh (x : ℝ) :
    einsteinC x = (x / 2 / Real.sinh (x / 2)) ^ 2 := by
  have h1 : Real.exp x = Real.exp (x / 2) ^ 2 := by
    rw [sq, ← Real.exp_add, add_halves]
  have h3 : Real.exp (x / 2) * Real.exp (-(x / 2)) = 1 := by
    rw [← Real.exp_add, add_neg_cancel, Real.exp_zero]
  have h2 : Real.exp x - 1 = 2 * Real.exp (x / 2) * Real.sinh (x / 2) := by
    rw [Real.sinh_eq, h1]
    linear_combination h3
  have he : Real.exp (x / 2) ^ 2 ≠ 0 := pow_ne_zero 2 (Real.exp_pos _).ne'
  rw [einsteinC, h2, h1, show (2 * Real.exp (x / 2) * Real.sinh (x / 2)) ^ 2
    = (4 * Real.sinh (x / 2) ^ 2) * Real.exp (x / 2) ^ 2 by ring, mul_div_mul_right _ _ he]
  ring
```

Two monotonicity arguments below use the same fact: a differentiable function that is zero at $0$ and has positive slope for $s>0$ is positive there.

```lean
/-- A differentiable function that vanishes at zero and has positive slope at every positive
argument is positive there. -/
theorem pos_of_slope_pos {f f' : ℝ → ℝ} (h0 : f 0 = 0) (hd : ∀ s, HasDerivAt f (f' s) s)
    (hp : ∀ s, 0 < s → 0 < f' s) {s : ℝ} (hs : 0 < s) : 0 < f s := by
  have hm : StrictMonoOn f (Set.Ici 0) :=
    strictMonoOn_of_deriv_pos (convex_Ici 0)
      (fun x _ => (hd x).continuousAt.continuousWithinAt)
      (fun x hx => by
        rw [interior_Ici] at hx
        rw [(hd x).deriv]
        exact hp x hx)
  have h := hm (Set.mem_Ici.2 le_rfl) (Set.mem_Ici.2 hs.le) hs
  rwa [h0] at h
```

For $0<x<y$, apply it to $f(s)=\frac x2\sinh\frac{ys}2-\frac y2\sinh\frac{xs}2$, whose slope is $\frac{xy}4\left(\cosh\frac{ys}2-\cosh\frac{xs}2\right)>0$. At $s=1$ this gives $\frac{x/2}{\sinh(x/2)}>\frac{y/2}{\sinh(y/2)}$, and squaring gives $c(x)>c(y)$.

```lean
/-- The heat capacity of a mode strictly decreases with `x = ħω / (k_B T) > 0`. -/
theorem einsteinC_strictAntiOn : StrictAntiOn einsteinC (Set.Ioi 0) := by
  intro x hx y hy hxy
  have hx' : 0 < x := hx
  have hy' : 0 < y := hy
  have hS (k s : ℝ) : HasDerivAt (fun s => Real.sinh (k * s)) (k * Real.cosh (k * s)) s :=
    (((hasDerivAt_id' s).const_mul k).sinh).congr_deriv (by ring)
  have h := pos_of_slope_pos
    (f := fun s => x / 2 * Real.sinh (y / 2 * s) - y / 2 * Real.sinh (x / 2 * s))
    (by simp)
    (fun s => ((hS (y / 2) s).const_mul (x / 2)).fun_sub ((hS (x / 2) s).const_mul (y / 2)))
    (fun s hs => by
      have hc : Real.cosh (x / 2 * s) < Real.cosh (y / 2 * s) := by
        rw [Real.cosh_lt_cosh, abs_of_pos (by positivity), abs_of_pos (by positivity)]
        gcongr
      have := mul_pos (mul_pos hx' hy') (sub_pos.2 hc)
      linarith) one_pos
  simp only [mul_one] at h
  have h1 : 0 < Real.sinh (x / 2) := Real.sinh_pos_iff.2 (by positivity)
  have h2 : 0 < Real.sinh (y / 2) := Real.sinh_pos_iff.2 (by positivity)
  rw [einsteinC_eq_sinh, einsteinC_eq_sinh]
  refine pow_lt_pow_left₀ ?_ (by positivity) two_ne_zero
  rw [div_lt_div_iff₀ h2 h1]
  linarith
```

For the classical limit, $(e^x-1)/x\to1$ as $x\to0$, so $c(x)=e^x\big/\left[(e^x-1)/x\right]^2\to1$. Lean takes the first limit from the derivative of the exponential at zero.

```lean
/-- Dulong–Petit limit: the heat capacity of a mode tends to one as `x = ħω / (k_B T)`
tends to zero. -/
theorem einsteinC_tendsto_one : Tendsto einsteinC (𝓝[≠] 0) (𝓝 1) := by
  have h := hasDerivAt_iff_tendsto_slope_zero.1 (Real.hasDerivAt_exp 0)
  simp only [zero_add, Real.exp_zero, smul_eq_mul] at h
  have he : Tendsto Real.exp (𝓝[≠] 0) (𝓝 1) := by
    have h' := (Real.continuous_exp.tendsto 0).mono_left
      (nhdsWithin_le_nhds (s := {(0 : ℝ)}ᶜ))
    rwa [Real.exp_zero] at h'
  have hq := he.div (h.pow 2) (by norm_num)
  rw [one_pow, div_one] at hq
  refine hq.congr (fun t => ?_)
  simp only [Pi.div_apply, einsteinC, div_eq_mul_inv, mul_pow, mul_inv, inv_pow, inv_inv]
  ring
```

## The negative mode is the softer one

The condition $w_1<w_2$ means that the mode favouring contraction is thermally excited first. It controls the ratio

$$r(T)=\frac{c(w_2/T)}{c(w_1/T)}=\left(\frac{w_2}{w_1}\right)^2\left(\frac{\sinh(as)}{\sinh(bs)}\right)^2,\qquad a=\frac{w_1}2,\; b=\frac{w_2}2,\; s=\frac1T.$$

The derivative of $\sinh(as)/\sinh(bs)$ is $-N(s)/\sinh^2(bs)$, where

$$N(s)=b\sinh(as)\cosh(bs)-a\cosh(as)\sinh(bs).$$

Here $N(0)=0$ and $N'(s)=(b^2-a^2)\sinh(as)\sinh(bs)>0$, so $N>0$ and the quotient falls with $s$. In the code, `key` is the statement $N>0$.

```lean
/-- For `0 < a < b` the ratio `sinh (a s) / sinh (b s)` strictly decreases with `s > 0`. -/
theorem sinh_ratio_strictAntiOn {a b : ℝ} (ha : 0 < a) (hab : a < b) :
    StrictAntiOn (fun s => Real.sinh (a * s) / Real.sinh (b * s)) (Set.Ioi 0) := by
  have hb : 0 < b := ha.trans hab
  have hS (k s : ℝ) : HasDerivAt (fun s => Real.sinh (k * s)) (k * Real.cosh (k * s)) s :=
    (((hasDerivAt_id' s).const_mul k).sinh).congr_deriv (by ring)
  have hC (k s : ℝ) : HasDerivAt (fun s => Real.cosh (k * s)) (k * Real.sinh (k * s)) s :=
    (((hasDerivAt_id' s).const_mul k).cosh).congr_deriv (by ring)
  have pos {k s : ℝ} (hk : 0 < k) (hs : 0 < s) : 0 < Real.sinh (k * s) :=
    Real.sinh_pos_iff.2 (mul_pos hk hs)
  -- the numerator of the derivative has a definite sign
  have key (s : ℝ) (hs : 0 < s) := pos_of_slope_pos
    (f := fun s => b * (Real.sinh (a * s) * Real.cosh (b * s))
      - a * (Real.cosh (a * s) * Real.sinh (b * s)))
    (by simp)
    (fun s => (((hS a s).fun_mul (hC b s)).const_mul b).fun_sub
      (((hC a s).fun_mul (hS b s)).const_mul a))
    (fun s hs => by
      have := mul_pos (mul_pos (sub_pos.2 hab) (add_pos ha hb))
        (mul_pos (pos ha hs) (pos hb hs))
      linarith) hs
  have hd (s : ℝ) (hs : 0 < s) := (hS a s).fun_div (hS b s) (pos hb hs).ne'
  refine strictAntiOn_of_deriv_neg (convex_Ioi 0)
    (fun s hs => (hd s hs).continuousAt.continuousWithinAt) (fun s hs => ?_)
  rw [interior_Ioi] at hs
  rw [(hd s hs).deriv]
  have hk := key s hs
  exact div_neg_of_neg_of_pos (by linarith) (pow_pos (pos hb hs) 2)
```

As $s=1/T$ falls on heating, $r$ strictly increases with $T$. For the cold limit, put $d=b-a$. The addition formula gives $\sinh(bs)\ge\sinh(as)\cosh(ds)$, and $\cosh y\ge e^y/2\ge y/2$ for $y>0$, so

$$0<\frac{\sinh(as)}{\sinh(bs)}\le\frac{2}{ds}=\frac{4T}{w_2-w_1}\to0.$$

Hence $r(T)\to0$ as $T\to0^+$. Lean proves this by squeezing the quotient between zero and the linear bound.

```lean
/-- For `0 < w1 < w2`, the heat capacity of the stiff mode relative to that of the soft mode
strictly increases with temperature `T > 0`, and it tends to zero as `T` tends to zero. -/
theorem capacity_ratio {w1 w2 : ℝ} (h1 : 0 < w1) (h12 : w1 < w2) :
    StrictMonoOn (fun T => einsteinC (w2 / T) / einsteinC (w1 / T)) (Set.Ioi 0) ∧
    Tendsto (fun T => einsteinC (w2 / T) / einsteinC (w1 / T)) (𝓝[>] 0) (𝓝 0) := by
  have h2 : 0 < w2 := h1.trans h12
  have pos {w T : ℝ} (hw : 0 < w) (hT : 0 < T) : 0 < Real.sinh (w / 2 * T⁻¹) :=
    Real.sinh_pos_iff.2 (by positivity)
  have key (T : ℝ) (hT : 0 < T) : einsteinC (w2 / T) / einsteinC (w1 / T) =
      (w2 / w1) ^ 2 * (Real.sinh (w1 / 2 * T⁻¹) / Real.sinh (w2 / 2 * T⁻¹)) ^ 2 := by
    have alg (A B : ℝ) (hA : A ≠ 0) (hB : B ≠ 0) :
        (w2 / 2 * T⁻¹ / B) ^ 2 / (w1 / 2 * T⁻¹ / A) ^ 2 = (w2 / w1) ^ 2 * (A / B) ^ 2 := by
      field_simp
    rw [einsteinC_eq_sinh, einsteinC_eq_sinh, show w2 / T / 2 = w2 / 2 * T⁻¹ by ring,
      show w1 / T / 2 = w1 / 2 * T⁻¹ by ring]
    exact alg _ _ (pos h1 hT).ne' (pos h2 hT).ne'
  constructor
  · intro T hT T' hT' h
    have hq : Real.sinh (w1 / 2 * T⁻¹) / Real.sinh (w2 / 2 * T⁻¹) <
        Real.sinh (w1 / 2 * T'⁻¹) / Real.sinh (w2 / 2 * T'⁻¹) :=
      sinh_ratio_strictAntiOn (half_pos h1) (by linarith) (Set.mem_Ioi.2 (inv_pos.2 hT'))
        (Set.mem_Ioi.2 (inv_pos.2 hT)) ((inv_lt_inv₀ hT' hT).2 h)
    change einsteinC (w2 / T) / einsteinC (w1 / T) < einsteinC (w2 / T') / einsteinC (w1 / T')
    rw [key T hT, key T' hT']
    exact mul_lt_mul_of_pos_left
      (pow_lt_pow_left₀ hq (div_pos (pos h1 hT) (pos h2 hT)).le two_ne_zero) (by positivity)
  · have hd : 0 < w2 - w1 := sub_pos.2 h12
    have hg : Tendsto (fun T : ℝ => 4 / (w2 - w1) * T) (𝓝[>] 0) (𝓝 0) := by
      have hc : Continuous (fun T : ℝ => 4 / (w2 - w1) * T) := continuous_const.mul continuous_id
      have h' := (hc.tendsto 0).mono_left (nhdsWithin_le_nhds (s := Set.Ioi (0 : ℝ)))
      rwa [mul_zero] at h'
    have hq : Tendsto (fun T : ℝ => Real.sinh (w1 / 2 * T⁻¹) / Real.sinh (w2 / 2 * T⁻¹))
        (𝓝[>] 0) (𝓝 0) := by
      refine squeeze_zero' ?_ ?_ hg
      · filter_upwards [self_mem_nhdsWithin] with T hT
        exact (div_pos (pos h1 hT) (pos h2 hT)).le
      · filter_upwards [self_mem_nhdsWithin] with T hT
        have hT' : 0 < T := hT
        -- addition formula with cosh y ≥ y / 2
        have hy : 0 < (w2 - w1) / 2 * T⁻¹ := by positivity
        have hcosh : (w2 - w1) / 2 * T⁻¹ / 2 ≤ Real.cosh ((w2 - w1) / 2 * T⁻¹) := by
          rw [Real.cosh_eq]
          linarith [Real.add_one_le_exp ((w2 - w1) / 2 * T⁻¹),
            Real.exp_pos (-((w2 - w1) / 2 * T⁻¹))]
        have hadd := Real.sinh_add (w1 / 2 * T⁻¹) ((w2 - w1) / 2 * T⁻¹)
        rw [show w1 / 2 * T⁻¹ + (w2 - w1) / 2 * T⁻¹ = w2 / 2 * T⁻¹ by ring] at hadd
        have hm := mul_le_mul_of_nonneg_left hcosh (pos h1 hT').le
        have hn := mul_pos (Real.cosh_pos (w1 / 2 * T⁻¹)) (Real.sinh_pos_iff.2 hy)
        rw [div_le_iff₀ (pos h2 hT')]
        have alg (A : ℝ) : A = 4 / (w2 - w1) * T * (A * ((w2 - w1) / 2 * T⁻¹ / 2)) := by
          have := hd.ne'
          field_simp
          norm_num
        calc Real.sinh (w1 / 2 * T⁻¹) = _ := alg _
          _ ≤ _ := mul_le_mul_of_nonneg_left (by linarith) (by positivity)
    have hl := (hq.pow 2).const_mul ((w2 / w1) ^ 2)
    rw [zero_pow two_ne_zero, mul_zero] at hl
    refine hl.congr' ?_
    filter_upwards [self_mem_nhdsWithin] with T hT
    exact (key T hT).symm
```

If the condition is weakened to $w_1\le w_2$, equal frequencies are a counterexample: then $S=(g_1+g_2)\,c(w_1/T)>0$ at every temperature.

## Contraction when cold, expansion when hot

The signs of the weights enter through the factorisation

$$S(T)=c(w_1/T)\,\bigl[g_1+g_2\,r(T)\bigr],$$

called `hfac` in the proof.

The condition $g_1<0$ says that the soft mode stiffens as the volume grows. The bracket tends to $g_1$ on cooling, so $S$ is negative at some low temperature, `Tl`. With $g_1=0$ allowed, $S=g_2\,c(w_2/T)$ could be positive throughout.

The condition $g_1+g_2>0$ says that the positive mode wins once both are classical. Since $S\to g_1+g_2$ as $T\to\infty$, $S$ is positive at some high temperature, `Th`.

By continuity $S$ vanishes at some $T_0$, where $r(T_0)=-g_1/g_2$. The condition $g_2>0$, meaning that the stiff mode softens on expansion, makes the bracket strictly increasing, so it is negative below $T_0$ and positive above. In this theorem $g_2>0$ already follows from the other two sign conditions. The final three cases in Lean are $T<T_0$, $T=T_0$ and $T>T_0$.

```lean
/-- Let `0 < w1 < w2`, `g1 < 0 < g2` and `g1 + g2 > 0`. There is a temperature `T₀ > 0` such that
at every `T > 0` the Grüneisen sum is negative exactly below `T₀`, zero exactly at `T₀`, and
positive exactly above `T₀`. -/
theorem expansion_crossover {g1 g2 w1 w2 : ℝ} (h1 : 0 < w1) (h12 : w1 < w2)
    (hg1 : g1 < 0) (hg2 : 0 < g2) (hg : 0 < g1 + g2) :
    ∃ T₀ : ℝ, 0 < T₀ ∧ ∀ T : ℝ, 0 < T →
      (gruneisenSum g1 g2 w1 w2 T < 0 ↔ T < T₀) ∧
      (gruneisenSum g1 g2 w1 w2 T = 0 ↔ T = T₀) ∧
      (0 < gruneisenSum g1 g2 w1 w2 T ↔ T₀ < T) := by
  have h2 : 0 < w2 := h1.trans h12
  obtain ⟨hmono, hlim⟩ := capacity_ratio h1 h12
  have hE {w T : ℝ} (hw : 0 < w) (hT : 0 < T) : 0 < Real.exp (w / T) - 1 :=
    sub_pos.2 (Real.one_lt_exp_iff.2 (div_pos hw hT))
  have hc (T : ℝ) (hT : 0 < T) : 0 < einsteinC (w1 / T) :=
    div_pos (mul_pos (pow_pos (div_pos h1 hT) 2) (Real.exp_pos _)) (pow_pos (hE h1 hT) 2)
  -- factor out the heat capacity of the soft mode
  have hfac (T : ℝ) (hT : 0 < T) : gruneisenSum g1 g2 w1 w2 T =
      einsteinC (w1 / T) * (g1 + g2 * (einsteinC (w2 / T) / einsteinC (w1 / T))) := by
    have := (hc T hT).ne'
    unfold gruneisenSum
    field_simp
  have hcont {w : ℝ} (hw : 0 < w) : ContinuousOn (fun T => einsteinC (w / T)) (Set.Ioi 0) := by
    have c1 : ContinuousOn (fun T : ℝ => w / T) (Set.Ioi 0) :=
      continuousOn_const.div continuousOn_id (fun T hT => ne_of_gt hT)
    have c2 : ContinuousOn (fun T : ℝ => Real.exp (w / T)) (Set.Ioi 0) :=
      Real.continuous_exp.comp_continuousOn c1
    refine ((c1.pow 2).mul c2).div ((c2.sub continuousOn_const).pow 2) (fun T hT => ?_)
    change (Real.exp (w / T) - 1) ^ 2 ≠ 0
    exact pow_ne_zero 2 (hE hw hT).ne'
  have hS : ContinuousOn (gruneisenSum g1 g2 w1 w2) (Set.Ioi 0) :=
    (continuousOn_const.mul (hcont h1)).add (continuousOn_const.mul (hcont h2))
  -- a cold temperature with negative sum
  obtain ⟨Tl, hTl, hneg⟩ : ∃ T : ℝ, 0 < T ∧ gruneisenSum g1 g2 w1 w2 T < 0 := by
    have hl := (hlim.const_mul g2).const_add g1
    rw [mul_zero, add_zero] at hl
    obtain ⟨T, hT, hT0⟩ := ((hl.eventually_lt_const hg1).and self_mem_nhdsWithin).exists
    exact ⟨T, hT0, by rw [hfac T hT0]; exact mul_neg_of_pos_of_neg (hc T hT0) hT⟩
  -- a hot temperature with positive sum
  obtain ⟨Th, hTh, hpos⟩ : ∃ T : ℝ, 0 < T ∧ 0 < gruneisenSum g1 g2 w1 w2 T := by
    have hw {w : ℝ} (hw : 0 < w) : Tendsto (fun T : ℝ => einsteinC (w / T)) atTop (𝓝 1) := by
      refine einsteinC_tendsto_one.comp (tendsto_nhdsWithin_iff.2
        ⟨tendsto_const_nhds.div_atTop tendsto_id, ?_⟩)
      filter_upwards [eventually_gt_atTop 0] with T hT
      exact (div_pos hw hT).ne'
    have hl := ((hw h1).const_mul g1).add ((hw h2).const_mul g2)
    rw [mul_one, mul_one] at hl
    obtain ⟨T, hT, hT0⟩ := ((hl.eventually_const_lt hg).and (eventually_gt_atTop 0)).exists
    exact ⟨T, hT0, hT⟩
  obtain ⟨T₀, hT₀, hzero⟩ :=
    isPreconnected_Ioi.intermediate_value hTl hTh hS ⟨hneg.le, hpos.le⟩
  have hF : g1 + g2 * (einsteinC (w2 / T₀) / einsteinC (w1 / T₀)) = 0 := by
    rw [hfac T₀ hT₀] at hzero
    exact (mul_eq_zero.1 hzero).resolve_left (hc T₀ hT₀).ne'
  refine ⟨T₀, hT₀, fun T hT => ?_⟩
  -- monotonicity of the ratio fixes the sign on either side
  rcases lt_trichotomy T T₀ with h | h | h
  · have hs : gruneisenSum g1 g2 w1 w2 T < 0 := by
      rw [hfac T hT]
      have hr := mul_lt_mul_of_pos_left (hmono hT hT₀ h) hg2
      exact mul_neg_of_pos_of_neg (hc T hT) (by linarith)
    refine ⟨⟨?_, ?_⟩, ⟨?_, ?_⟩, ⟨?_, ?_⟩⟩ <;> intro _ <;> linarith
  · have hs : gruneisenSum g1 g2 w1 w2 T = 0 := by rw [h]; exact hzero
    refine ⟨⟨?_, ?_⟩, ⟨?_, ?_⟩, ⟨?_, ?_⟩⟩ <;> intro _ <;> linarith
  · have hs : 0 < gruneisenSum g1 g2 w1 w2 T := by
      rw [hfac T hT]
      have hr := mul_lt_mul_of_pos_left (hmono hT₀ hT h) hg2
      exact mul_pos (hc T hT) (by linarith)
    refine ⟨⟨?_, ?_⟩, ⟨?_, ?_⟩, ⟨?_, ?_⟩⟩ <;> intro _ <;> linarith
```

## When the positive weight is too small

If $g_2>0$ but $g_1+g_2\le0$, there is no crossover. Because $c(w_2/T)<c(w_1/T)$,

$$S(T)<(g_1+g_2)\,c(w_1/T)\le0$$

at every $T>0$. Equal and opposite weights therefore still give a negative sum at every finite temperature. The proof of `no_crossover` combines these two inequalities. Here $g_2>0$ is a separate assumption: with $g_2=0$ allowed, $g_1=g_2=0$ would give $S=0$.

```lean
/-- If `0 < w1 < w2`, `g2 > 0` and `g1 + g2 ≤ 0`, the Grüneisen sum is negative at every
temperature `T > 0`. -/
theorem no_crossover {g1 g2 w1 w2 T : ℝ} (h1 : 0 < w1) (h12 : w1 < w2)
    (hg2 : 0 < g2) (hg : g1 + g2 ≤ 0) (hT : 0 < T) : gruneisenSum g1 g2 w1 w2 T < 0 := by
  have hlt : einsteinC (w2 / T) < einsteinC (w1 / T) :=
    einsteinC_strictAntiOn (Set.mem_Ioi.2 (div_pos h1 hT))
      (Set.mem_Ioi.2 (div_pos (h1.trans h12) hT)) (div_lt_div_of_pos_right h12 hT)
  have hc : 0 ≤ einsteinC (w1 / T) := by
    rw [einsteinC_eq_sinh]
    positivity
  have ha := mul_lt_mul_of_pos_left hlt hg2
  have hb := mul_nonneg (neg_nonneg.2 hg) hc
  unfold gruneisenSum
  linarith

end

end NegativeThermalExpansion
```

```lean
#print axioms NegativeThermalExpansion.expansion_crossover
#print axioms NegativeThermalExpansion.no_crossover
```

```
'NegativeThermalExpansion.expansion_crossover' depends on axioms: [propext, Classical.choice, Quot.sound]
'NegativeThermalExpansion.no_crossover' depends on axioms: [propext, Classical.choice, Quot.sound]
```

## Locating the crossover in a phonon calculation

One way to find the sign of the expansion in a quasi-harmonic calculation is to compute phonon frequencies at several volumes, estimate each $\gamma_i$ as minus the slope of $\ln\omega_i$ against $\ln V$, and sum $\gamma_i c(w_i/T)$ over branches and wavevectors. When that sum is reduced to two Einstein modes satisfying the hypotheses, the result guarantees a single root in temperature, which bisection can find from one cold and one hot starting point.

Take $w_1=100$ K, $w_2=400$ K, $g_1=-1$ and $g_2=2$. The condition $r(T_0)=1/2$ becomes $\cosh u\,\cosh 2u=\sqrt2$ with $u=50\ \mathrm{K}/T_0$. This gives $u\approx0.387$ and $T_0\approx129$ K: the model crystal contracts on heating below that temperature and expands above it.
